# The number of permutation isomers of fixed composition as a sum over conjugacy classes

How many different molecules arise when a given stock of ligands is placed on the sites of a skeleton, if placements related by a symmetry of the skeleton count as one? The answer depends on what a single isomer is taken to be. Here it is a set of ligand arrangements. An arrangement is a function f : X → L from the finite set X of sites to the set L of ligand kinds. Its isomer is the set of all f∘g, where g runs through a group G of site permutations that represents the symmetry of the skeleton.

The stock of ligands is fixed by a reference arrangement c. Let S be the group of all permutations of X, and H the subgroup of those that only exchange equal ligands of c. The number N of isomers then satisfies

N · |H| · |G| = |S| · Σ_C |C∩H| · |C∩G| / |C|,

where C runs through the conjugacy classes of S. The right-hand side comes from a count that holds in every finite group, so S is at first an arbitrary finite group, and G and H are any two of its subgroups.

```lean
import Mathlib

open Finset

namespace DoubleCosetIsomers

variable {S : Type*} [Group S]
```

## Double cosets as orbits

The double coset of an element s collects everything reached from s by multiplying with G on the left and H on the right:

GsH = { g s h : g ∈ G, h ∈ H }.

```lean
/-- The double coset `GsH`: all products `g s h` with `g` in `G` and `h` in `H`. -/
def doubleCoset (G H : Subgroup S) (s : S) : Set S :=
  {x | ∃ g ∈ G, ∃ h ∈ H, x = g * s * h}
```

Double cosets are orbits of a group action. Let the pair (g, h) send s to g s h⁻¹. The inverse makes successive pairs compose in the right order:

g (g′ s h′⁻¹) h⁻¹ = (g g′) s (h h′)⁻¹.

```lean
/-- The two-sided action of `G × H` on `S`, in which `(g, h)` sends `s` to `g s h⁻¹`. -/
abbrev twoSided (G H : Subgroup S) : MulAction (G × H) S where
  smul p s := (p.1 : S) * s * (p.2 : S)⁻¹
  one_smul s := by
    change ((1 : G) : S) * s * ((1 : H) : S)⁻¹ = s
    simp
  mul_smul p q s := by
    change ((p.1 * q.1 : G) : S) * s * ((p.2 * q.2 : H) : S)⁻¹ =
      (p.1 : S) * ((q.1 : S) * s * (q.2 : S)⁻¹) * (p.2 : S)⁻¹
    simp [mul_assoc]
```

Since H contains the inverse of each of its elements, the orbit of s is GsH. Now count the triples (g, h, s) with g s h⁻¹ = s in two ways. For fixed s, the number of such pairs (g, h) is |G||H| divided by the size of the orbit of s, so each whole orbit contributes |G||H|. For fixed (g, h), the condition reads

g s h⁻¹ = s ⇔ g s = s h ⇔ s⁻¹ g s = h.

Writing n(a, b) for the number of s in S with s⁻¹ a s = b, we obtain Burnside's count

(number of double cosets) · |G| · |H| = Σ_(g,h) n(g, h).

```lean
/-- Burnside count in a finite group: the number of double cosets times the orders of `G` and `H`
is the sum over pairs `(g, h)` of the number of elements `s` with `s⁻¹ g s = h`. -/
theorem card_doubleCosets_mul [Finite S] (G H : Subgroup S) [Fintype G] [Fintype H] :
    (Set.range (doubleCoset G H)).ncard * (Nat.card G * Nat.card H) =
      ∑ p : G × H, {s : S | s⁻¹ * (p.1 : S) * s = (p.2 : S)}.ncard := by
  let := twoSided G H
  let : ∀ p : G × H, Fintype (MulAction.fixedBy S p) := fun _ => Fintype.ofFinite _
  let : Fintype (Quotient (MulAction.orbitRel (G × H) S)) := Fintype.ofFinite _
  -- double cosets are the orbits of the two-sided action
  have orb : ∀ s, doubleCoset G H s = MulAction.orbit (G × H) s := by
    intro s
    ext x
    constructor
    · rintro ⟨g, hg, h, hh, e⟩
      refine ⟨(⟨g, hg⟩, ⟨h⁻¹, H.inv_mem hh⟩), ?_⟩
      change g * s * (h⁻¹)⁻¹ = x
      rw [inv_inv]
      exact e.symm
    · rintro ⟨p, e⟩
      exact ⟨p.1, p.1.2, (p.2 : S)⁻¹, H.inv_mem p.2.2, e.symm⟩
  have hker : Setoid.ker (doubleCoset G H) = MulAction.orbitRel (G × H) S := by
    refine Setoid.ext fun s t => ?_
    change doubleCoset G H s = doubleCoset G H t ↔ s ∈ MulAction.orbit (G × H) t
    rw [orb s, orb t, MulAction.orbit_eq_iff]
  have burnside := MulAction.sum_card_fixedBy_eq_card_orbits_mul_card_group (G × H) S
  simp only [← Nat.card_eq_fintype_card] at burnside
  rw [← Nat.card_coe_set_eq, ← Nat.card_congr (Setoid.quotientKerEquivRange (doubleCoset G H)),
    hker, ← Nat.card_prod, ← burnside]
  refine Finset.sum_congr rfl fun p _ => ?_
  rw [Nat.card_coe_set_eq]
  congr 1
  ext s
  change (p.1 : S) * s * (p.2 : S)⁻¹ = s ↔ s⁻¹ * (p.1 : S) * s = (p.2 : S)
  rw [mul_inv_eq_iff_eq_mul, mul_assoc, inv_mul_eq_iff_eq_mul]
```

In the statement, `Set.range (doubleCoset G H)` is the set of distinct double cosets, and `.ncard` is its size. The step `orb` identifies double cosets with orbits, and `hker` turns this into an equality of equivalence relations on S. Mathlib supplies Burnside's count as `burnside`, and the last lines rewrite the fixed-point condition as above.

## Elements that conjugate a into b

Let a and b be conjugate, with class C. The map s ↦ s⁻¹ a s sends S into C, and the elements sent to b number n(a, b). Every other x in C is reached equally often. To see this, write b = t x t⁻¹. If s⁻¹ a s = x, then

(s t⁻¹)⁻¹ a (s t⁻¹) = t (s⁻¹ a s) t⁻¹ = t x t⁻¹ = b,

and right multiplication by t undoes the step s ↦ s t⁻¹. So S splits into |C| parts of size n(a, b):

n(a, b) · |C| = |S|.

```lean
/-- For conjugate elements `a` and `b` of a finite group, the number of `s` with `s⁻¹ a s = b`
times the size of their conjugacy class is the order of the group. -/
theorem card_conjugators [Finite S] {a b : S} (h : IsConj a b) :
    {s : S | s⁻¹ * a * s = b}.ncard * (ConjClasses.mk a).carrier.ncard = Nat.card S := by
  classical
  let := Fintype.ofFinite S
  -- every element of the class is reached equally often
  have fib : ∀ x, IsConj a x → (univ.filter (fun s : S => s⁻¹ * a * s = x)).card =
      (univ.filter (fun s : S => s⁻¹ * a * s = b)).card := by
    intro x hx
    obtain ⟨t, rfl⟩ := isConj_iff.mp (hx.symm.trans h)
    refine Finset.card_equiv (Equiv.mulRight t⁻¹) fun s => ?_
    simp only [Finset.mem_filter, Finset.mem_univ, true_and, Equiv.coe_mulRight]
    rw [show (s * t⁻¹)⁻¹ * a * (s * t⁻¹) = t * (s⁻¹ * a * s) * t⁻¹ by group,
      mul_left_inj, mul_right_inj]
  have total := Finset.card_eq_sum_card_fiberwise (s := (univ : Finset S))
    (t := univ.filter (fun x => IsConj a x)) (f := fun s : S => s⁻¹ * a * s)
    (fun s _ => Finset.mem_coe.mpr (Finset.mem_filter.mpr
      ⟨Finset.mem_univ _, isConj_iff.mpr ⟨s⁻¹, by simp⟩⟩))
  rw [Finset.sum_congr rfl (fun x hx => fib x (Finset.mem_filter.mp hx).2),
    Finset.sum_const, smul_eq_mul] at total
  have hC : (ConjClasses.mk a).carrier = ↑(univ.filter (fun x => IsConj a x)) := by
    ext x
    rw [ConjClasses.mem_carrier_iff_mk_eq, ConjClasses.mk_eq_mk_iff_isConj, isConj_comm]
    simp
  have hF : {s : S | s⁻¹ * a * s = b} = ↑(univ.filter (fun s : S => s⁻¹ * a * s = b)) := by
    ext s
    simp
  rw [hC, hF, Set.ncard_coe_finset, Set.ncard_coe_finset, Nat.card_eq_fintype_card,
    ← Finset.card_univ, total, mul_comm]
```

The class C appears as `(ConjClasses.mk a).carrier`. The step `fib` is the bijection s ↦ s t⁻¹, and `total` adds up the parts.

## Sorting by conjugacy class

If a and b are not conjugate, n(a, b) = 0. Both cases fit into one expression, in which [a ∈ C] is 1 if a lies in C and 0 otherwise:

n(a, b) = Σ_C [a ∈ C] [b ∈ C] |S| / |C|.

Insert this into Burnside's count and carry out the sums over g and h first. For each class they factorise into |C∩G| and |C∩H|, so that

(number of double cosets) · |G| · |H| = |S| · Σ_C |C∩G| · |C∩H| / |C|.

```lean
/-- Double-coset formula: in a finite group `S`, the number of double cosets `GsH` times the orders
of `G` and `H` is the order of `S` times the sum over conjugacy classes `C` of
`|C ∩ G| |C ∩ H| / |C|`. -/
theorem doubleCoset_formula [Finite S] [Fintype (ConjClasses S)] (G H : Subgroup S) :
    ((Set.range (doubleCoset G H)).ncard : ℚ) * (Nat.card G * Nat.card H) =
      Nat.card S * ∑ C : ConjClasses S,
        ((C.carrier ∩ (G : Set S)).ncard : ℚ) * ((C.carrier ∩ (H : Set S)).ncard : ℚ) /
          (C.carrier.ncard : ℚ) := by
  classical
  let : ∀ K : Subgroup S, Fintype K := fun _ => Fintype.ofFinite _
  have ind : ∀ (K : Subgroup S) (C : ConjClasses S),
      ∑ g : K, (if ConjClasses.mk (g : S) = C then (1 : ℚ) else 0) =
        ((C.carrier ∩ (K : Set S)).ncard : ℚ) := by
    intro K C
    have e : C.carrier ∩ (K : Set S) = (Subtype.val : K → S) ''
        ↑(univ.filter (fun g : K => ConjClasses.mk (g : S) = C)) := by
      ext x
      simp [ConjClasses.mem_carrier_iff_mk_eq, and_comm]
    rw [Finset.sum_boole, e, Set.ncard_image_of_injective _ Subtype.val_injective,
      Set.ncard_coe_finset]
  -- the number of conjugating elements, sorted by conjugacy class
  have fibre : ∀ a b : S, ({s : S | s⁻¹ * a * s = b}.ncard : ℚ) =
      ∑ C : ConjClasses S, (if ConjClasses.mk a = C then (1 : ℚ) else 0) *
        (if ConjClasses.mk b = C then (1 : ℚ) else 0) *
          ((Nat.card S : ℚ) / (C.carrier.ncard : ℚ)) := by
    intro a b
    simp only [ite_mul, one_mul, zero_mul, Finset.sum_ite_eq, Finset.mem_univ, ↓reduceIte]
    split_ifs with h
    · have hpos : ((ConjClasses.mk a).carrier.ncard : ℚ) ≠ 0 :=
        Nat.cast_ne_zero.mpr (Set.ncard_ne_zero_of_mem ConjClasses.mem_carrier_mk)
      rw [eq_div_iff hpos]
      exact_mod_cast card_conjugators (ConjClasses.mk_eq_mk_iff_isConj.mp h).symm
    · have he : {s : S | s⁻¹ * a * s = b} = ∅ :=
        Set.eq_empty_of_forall_notMem fun s hs => h (ConjClasses.mk_eq_mk_iff_isConj.mpr
          (isConj_iff.mpr ⟨s⁻¹, by rw [inv_inv]; exact hs⟩ : IsConj a b).symm)
      rw [he, Set.ncard_empty, Nat.cast_zero]
  have swap : ∀ F : G → H → ConjClasses S → ℚ,
      ∑ g, ∑ h, ∑ C, F g h C = ∑ C, ∑ g, ∑ h, F g h C :=
    fun F => (Finset.sum_congr rfl fun g _ => Finset.sum_comm).trans Finset.sum_comm
  have key := congrArg (Nat.cast : ℕ → ℚ) (card_doubleCosets_mul G H)
  push_cast at key
  rw [key, Fintype.sum_prod_type]
  simp only [fibre]
  rw [swap, Finset.mul_sum]
  refine Finset.sum_congr rfl fun C _ => ?_
  rw [← ind G C, ← ind H C]
  simp_rw [← Finset.sum_mul]
  rw [← Finset.sum_mul_sum]
  ring
```

The equation is stated in the rational numbers `ℚ`, because a single term of the sum need not be an integer. Every class has at least one element, so no denominator vanishes. In the proof, `fibre` is the expression for n(a, b), `ind` evaluates the sum of [g ∈ C] over a subgroup, and `swap` moves the sum over classes to the outside.

## Arrangements, compositions and isomers

Two arrangements c and f have the same composition if every ligand kind l occupies equally many sites in both:

|f⁻¹(l)| = |c⁻¹(l)| for all l.

```lean
variable {X L : Type*}

/-- Two ligand arrangements on finitely many sites have the same composition when each kind of
ligand occupies equally many sites in both. -/
def SameComposition (c f : X → L) : Prop :=
  ∀ l, Nat.card {x // f x = l} = Nat.card {x // c x = l}
```

The isomer of f is the set { f∘g : g ∈ G }. The arrangement f∘g puts on site x the ligand that f has on site g(x). Textbooks often write f∘g⁻¹ instead, which gives the same set because G is a group.

```lean
/-- The isomer of an arrangement `f`: all arrangements obtained from `f` by the skeleton
symmetries in `G`. -/
def isomer (G : Subgroup (Equiv.Perm X)) (f : X → L) : Set (X → L) :=
  {f' | ∃ g ∈ G, f' = f ∘ g}
```

The objects to be counted are these sets, for all f with the composition of c. An isomer is counted once, however many arrangements it contains.

```lean
/-- The set of permutation isomers with the composition of the reference arrangement `c`. -/
def isomers (G : Subgroup (Equiv.Perm X)) (c : X → L) : Set (Set (X → L)) :=
  {I | ∃ f, SameComposition c f ∧ isomer G f = I}
```

The permutations that only exchange equal ligands satisfy c∘σ = c. They form a group: if a and b have this property, then c(a(b(x))) = c(b(x)) = c(x), and c(a⁻¹(x)) = c(a(a⁻¹(x))) = c(x). This is the group H of the isomer formula, called `ligandPerms c` in Lean.

```lean
/-- The group of site permutations that only exchange equal ligands of the arrangement `c`. -/
def ligandPerms (c : X → L) : Subgroup (Equiv.Perm X) where
  carrier := {σ | ∀ x, c (σ x) = c x}
  one_mem' := fun _ => rfl
  mul_mem' := fun {a b} ha hb x => (ha (b x)).trans (hb x)
  inv_mem' := fun {a} ha x => by
    have h := ha (a⁻¹ x)
    simpa using h.symm
```

Every arrangement with the composition of c is a rearrangement of c. If f = c∘σ, then σ maps the sites where f has ligand l one-to-one onto those where c has it, so the compositions agree. Conversely, if the compositions agree, choose such a one-to-one map for each l. Together these maps form a permutation σ of all sites with c(σ(x)) = f(x).

```lean
/-- On finitely many sites, the arrangements with the composition of `c` are exactly those
obtained from `c` by permuting the sites. -/
theorem sameComposition_iff [Finite X] (c f : X → L) :
    SameComposition c f ↔ ∃ σ : Equiv.Perm X, f = c ∘ σ := by
  constructor
  · intro h
    -- match the sites ligand by ligand
    let e : ∀ l, {x // f x = l} ≃ {x // c x = l} := fun l =>
      (Finite.equivFinOfCardEq (h l)).trans (Finite.equivFinOfCardEq rfl).symm
    exact ⟨Equiv.ofFiberEquiv e, funext fun x => (Equiv.ofFiberEquiv_map e x).symm⟩
  · rintro ⟨σ, rfl⟩ l
    exact Nat.card_congr (σ.subtypeEquiv fun _ => Iff.rfl)
```

## Isomers correspond to double cosets

Take f = c∘σ and ask which permutations τ produce an arrangement c∘τ in the isomer of f. This requires a g in G with

c∘τ = c∘σ∘g ⇔ c∘(τ g⁻¹ σ⁻¹) = c ⇔ τ g⁻¹ σ⁻¹ = h for some h in H ⇔ τ = h σ g for some h in H.

So these τ form the double coset HσG. Different isomers give different double cosets, because every arrangement in an isomer has the form c∘τ and the isomer can be recovered from its set of τ. Hence there are as many isomers as double cosets.

```lean
/-- On finitely many sites, there are as many isomers of fixed composition as double cosets of
the ligand permutations and the skeleton symmetries. -/
theorem card_isomers_eq [Finite X] (G : Subgroup (Equiv.Perm X)) (c : X → L) :
    (isomers G c).ncard = (Set.range (doubleCoset (ligandPerms c) G)).ncard := by
  let p : Equiv.Perm X → X → L := fun τ => c ∘ τ
  -- a double coset collects the permutations that produce one isomer
  have hp : ∀ σ, doubleCoset (ligandPerms c) G σ = p ⁻¹' isomer G (c ∘ σ) := by
    intro σ
    ext τ
    constructor
    · rintro ⟨h, hh, g, hg, rfl⟩
      exact ⟨g, hg, funext fun x => hh (σ (g x))⟩
    · rintro ⟨g, hg, e⟩
      refine ⟨τ * g⁻¹ * σ⁻¹, fun x => ?_, g, hg, by group⟩
      have h : c (τ (g⁻¹ (σ⁻¹ x))) = c (σ (g (g⁻¹ (σ⁻¹ x)))) := congrFun e _
      simpa using h
  have hd : Set.range (doubleCoset (ligandPerms c) G) = (fun I => p ⁻¹' I) '' isomers G c := by
    ext D
    constructor
    · rintro ⟨σ, rfl⟩
      exact ⟨_, ⟨_, (sameComposition_iff c _).mpr ⟨σ, rfl⟩, rfl⟩, (hp σ).symm⟩
    · rintro ⟨_, ⟨f, hf, rfl⟩, rfl⟩
      obtain ⟨σ, rfl⟩ := (sameComposition_iff c f).mp hf
      exact ⟨σ, hp σ⟩
  have hsub : ∀ I ∈ isomers G c, I ⊆ Set.range p := by
    rintro _ ⟨f, hf, rfl⟩ _ ⟨g, _, rfl⟩
    obtain ⟨σ, rfl⟩ := (sameComposition_iff c f).mp hf
    exact ⟨σ * g, rfl⟩
  rw [hd, Set.InjOn.ncard_image]
  intro I hI J hJ e
  exact (Set.image_preimage_eq_of_subset (hsub I hI)).symm.trans
    ((congrArg (fun K => p '' K) e).trans (Set.image_preimage_eq_of_subset (hsub J hJ)))
```

The map `p` sends τ to c∘τ, and `hp` is the chain of equivalences. The step `hsub` says that every arrangement in an isomer comes from some τ, which gives the recovery argument in the last lines.

The isomer formula is now the double-coset formula in the group of all site permutations, with H on the left and the skeleton group G on the right.

```lean
/-- Isomer formula: on finitely many sites, the number of isomers with the composition of `c`, times
the orders of the ligand-permutation group `H` and the skeleton group `G`, is the order of the group
of all site permutations times the sum over its conjugacy classes `C` of `|C ∩ H| |C ∩ G| / |C|`. -/
theorem isomer_formula [Finite X] [Fintype (ConjClasses (Equiv.Perm X))]
    (G : Subgroup (Equiv.Perm X)) (c : X → L) :
    ((isomers G c).ncard : ℚ) * (Nat.card (ligandPerms c) * Nat.card G) =
      Nat.card (Equiv.Perm X) * ∑ C : ConjClasses (Equiv.Perm X),
        ((C.carrier ∩ (ligandPerms c : Set (Equiv.Perm X))).ncard : ℚ) *
          ((C.carrier ∩ (G : Set (Equiv.Perm X))).ncard : ℚ) / (C.carrier.ncard : ℚ) := by
  rw [card_isomers_eq]
  exact doubleCoset_formula (ligandPerms c) G

end DoubleCosetIsomers
```

```lean
#print axioms DoubleCosetIsomers.isomer_formula
```

```
'DoubleCosetIsomers.isomer_formula' depends on axioms: [propext, Classical.choice, Quot.sound]
```

`Equiv.Perm X` is the group S of all site permutations, and `[Finite X]` says that there are finitely many sites. `G` may be any subgroup of it. Its elements are permutations and not spatial operations, so two operations that move the sites in the same way count once in |G|.

The choice of `G` carries the stereochemistry. With proper rotations only, mirror-image arrangements that no rotation relates are separate isomers. Including the permutations from improper operations merges them, which is appropriate if the ligands themselves are achiral and a pair of enantiomers is meant to count as one isomer. Ligands enter only as labels, without shape, orientation or interaction.

The step from the model to a real compound is the assumption that an element of `G` relates two arrangements exactly when they are the same substance or, if enantiomers are meant to count as one isomer, a pair of enantiomers. A molecule whose ligands exchange sites rapidly at the temperature of the experiment can show fewer isomers than a rigid skeleton suggests.

For electronic-structure calculations on substituted molecules, N is the number of starting structures of a given composition that no element of `G` turns into one another, provided that the skeleton is a finite set of sites with a fixed symmetry group and the ligands are treated as labels.
